# Even and odd levels each hold half of a rigid rotor's states in the high-energy limit

## States, energies and parity

A state of the rigid linear rotor is labelled by a pair $(l,j)$, where $l=0,1,2,\dots$ is the angular momentum quantum number and $j$ is the integer magnetic quantum number, with $|j|\le l$. The letter $m$ is kept free for counting levels. The energy is

$$E_l=l(l+1)$$

in units of the rotational constant $B=\hbar^2/2I$, where $I$ is the moment of inertia. It does not depend on $j$.

A parity $r\in\{0,1\}$ selects the levels with $l \bmod 2=r$: even $l$ for $r=0$, odd $l$ for $r=1$. Let $N_r(e)$ be the number of states of parity $r$ with $E_l\le e$.

The selection by parity stands for exchange symmetry. Swapping the two nuclei of a diatomic with identical nuclei (the same isotope) reverses the molecular axis, which multiplies the rotational wavefunction by $(-1)^l$. The required symmetry of the total wavefunction then ties each parity of $l$ to certain nuclear-spin states. For nuclei of spin zero, one parity has no such partner and is missing.

## The classical factor of two

For the classical rotor, the phase-space volume with energy at most $E$, divided by $h^2$, is

$$\frac{8\pi^2 I E}{h^2}=\frac{E}{B}=e .$$

If an orientation and its reverse are the same configuration, the volume is halved to $e/2$. This is the symmetry number $\sigma=2$. The quantum count has no such division: it keeps some levels and discards others. The two agree to leading order at high energy if

$$\frac{N_r(e)}{e}\longrightarrow\frac12\qquad(e\to\infty)$$

for each parity.

This is a statement about numbers of states. The familiar high-temperature partition function $k_BT/(\sigma B)$ involves Boltzmann weights, which do not enter here. The count bears on the symmetry factor used in computed rotational entropies and free energies, for a free, rigid, linear rotor with no vibration or centrifugal distortion.

## Counting by shells

Level $l$ contains the $2l+1$ integers $j$ from $-l$ to $l$. The levels of parity $r$ up to $L=2m+r$ are $l=2k+r$ with $k=0,\dots,m$, so they hold

$$\sum_{k=0}^{m}\bigl(2(2k+r)+1\bigr)=2m(m+1)+(2r+1)(m+1)=(m+1)(2m+1+2r)$$

states. For even $l\le 2m$ this is $(m+1)(2m+1)$, and for odd $l\le 2m+1$ it is $(m+1)(2m+3)$.

In terms of $L$ the two formulas coincide. For $r=0$ we have $m+1=(L+2)/2$ and $2m+1=L+1$; for $r=1$ we have $m+1=(L+1)/2$ and $2m+3=L+2$. Either way the number is

$$\frac{(L+1)(L+2)}{2}.$$

## The distance from $e/2$

Suppose $L$ is the highest level of parity $r$ with energy at most $e$. The next level of that parity is $L+2$, so

$$L(L+1)\le e<(L+2)(L+3),\qquad N_r(e)=\frac{(L+1)(L+2)}{2}.$$

The left inequality gives $L^2\le e$, hence $L\le\sqrt e$. It also gives

$$N_r(e)-\frac e2\le\frac{(L+1)(L+2)-L(L+1)}{2}=L+1\le\sqrt e+1,$$

and the right inequality gives

$$N_r(e)-\frac e2>\frac{(L+1)(L+2)-(L+2)(L+3)}{2}=-(L+2)\ge-(\sqrt e+2).$$

For $e\ge0$ the only case without an occupied level is $r=1$, $e<2$. There $N_1(e)=0$ and the difference is smaller than $1$ in size. So for all $e\ge0$

$$\left|N_r(e)-\frac e2\right|\le\sqrt e+2 .$$

At $e=L(L+1)$, where level $L$ has just opened, the first inequality of the upper estimate is an equality: the excess is exactly $L+1$, which is larger than $\sqrt e$. The error therefore does reach order $\sqrt e$.

For $e\ge1$ we have $2\le2\sqrt e$, so division by $e$ gives

$$\left|\frac{N_r(e)}{e}-\frac12\right|\le\frac{\sqrt e+2}{e}\le\frac{3}{\sqrt e}\longrightarrow0 .$$

With nuclear-spin weights $g_0$ for even and $g_1$ for odd $l$, linearity of the limit gives

$$\frac{g_0N_0(e)+g_1N_1(e)}{e}\longrightarrow\frac{g_0+g_1}{2}.$$

For ordinary hydrogen in its electronic ground state, $g_0=1$ and $g_1=3$. The limit is $2$, which is the four nuclear-spin states divided by the symmetry number.

## The lowest levels

For $m=0$ the formulas give one even state, $l=0$, and three odd states, those of $l=1$. At $e=0$ the counts are $N_0=1$ and $N_1=0$, so the two parities are far from having equal numbers of states. At $e=2$ the odd level opens and $N_1=3$, which exceeds $e/2=1$ by $L+1=2$. At $e=6$ the level $l=2$ brings $N_0$ to $6$, an excess of $3$ over $e/2$. The excess $L+1$ grows from one opening to the next, while its ratio to $e$, which is $1/L$ for $L\ge1$, falls.

## How the Lean statements read

A state is an element of `ℕ × ℤ`, with `s.1` for $l$ and `s.2` for $j$. `rotorEnergy` is $E_l$ as a real number. The set `statesUpTo r L` restricts the states of parity `r` by level, `statesBelow r e` restricts them by energy, and `rotorCount r e` is $N_r(e)$, the cardinality of the latter set. The degeneracy is thus a consequence of $|j|\le l$, recorded in `card_shell`.

The hypothesis `r < 2` says that `r` is a parity. The results correspond to the derivation as follows:

- `card_even` and `card_odd` are the two closed formulas, for every natural number `m`.
- `rotorCount_excess` is the exact excess $L+1$ at an opening, with $L$ written as `2 * m + r`.
- `abs_rotorCount_sub_le` is the bound $\sqrt e+2$ for `0 ≤ e`.
- `tendsto_rotorCount_div` is the limit $1/2$, where `atTop` means $e\to\infty$ through real values.
- `tendsto_spin_weighted` is the weighted limit, for arbitrary real `g₀` and `g₁`.

The energy formula, the range of $j$ and the link between parity and nuclear spin are inputs. No Hamiltonian or wavefunction appears, and the classical phase-space volume is interpretation.

A different model would start from the Laplacian on the sphere and count dimensions of its spectral subspaces, restricted to functions that are even or odd under reversal of the axis. The energies $l(l+1)$, the degeneracies and the rule $(-1)^l$ would then be results to prove, for instance with spherical harmonics, and no longer inputs. The arithmetic from the shell sum onwards would stay the same.

## The Lean file

```lean
import Mathlib

open Filter Topology

namespace RotorSymmetryNumber

noncomputable section

/-- Energy `l(l+1)` of a rigid rotor level, in units of the rotational constant. -/
def rotorEnergy (l : ℕ) : ℝ := (l : ℝ) * ((l : ℝ) + 1)

/-- The states `(l, j)`, `|j| ≤ l`, of a single rotor level `l`. -/
def shell (l : ℕ) : Finset (ℕ × ℤ) := {l} ×ˢ Finset.Icc (-(l : ℤ)) (l : ℤ)

/-- Rotor states `(l, j)` with `l` of parity `r` (0 even, 1 odd) and `l ≤ L`. -/
def statesUpTo (r L : ℕ) : Set (ℕ × ℤ) :=
  {s | |s.2| ≤ (s.1 : ℤ) ∧ s.1 % 2 = r ∧ s.1 ≤ L}

/-- Rotor states `(l, j)` with `l` of parity `r` and energy at most `e`. -/
def statesBelow (r : ℕ) (e : ℝ) : Set (ℕ × ℤ) :=
  {s | |s.2| ≤ (s.1 : ℤ) ∧ s.1 % 2 = r ∧ rotorEnergy s.1 ≤ e}

/-- Number of rotor states of parity `r` with energy at most `e`. -/
def rotorCount (r : ℕ) (e : ℝ) : ℕ := (statesBelow r e).ncard

lemma mem_shell (l : ℕ) (s : ℕ × ℤ) : s ∈ shell l ↔ s.1 = l ∧ |s.2| ≤ (l : ℤ) := by
  simp only [shell, Finset.mem_product, Finset.mem_singleton, Finset.mem_Icc, abs_le]

/-- The level `l` has degeneracy `2l+1`. -/
theorem card_shell (l : ℕ) : (shell l).card = 2 * l + 1 := by
  rw [shell, Finset.card_product, Finset.card_singleton, Int.card_Icc]
  omega

/-- The rotor energy does not decrease with `l`. -/
lemma rotorEnergy_mono {l k : ℕ} (h : l ≤ k) : rotorEnergy l ≤ rotorEnergy k := by
  have h' : (l : ℝ) ≤ (k : ℝ) := by exact_mod_cast h
  have h0 : (0 : ℝ) ≤ (l : ℝ) := Nat.cast_nonneg l
  unfold rotorEnergy
  nlinarith

/-- The levels `r, r+2, ..., r+2m` of parity `r` hold `(m+1)(2m+1+2r)` states in all. -/
theorem card_statesUpTo {r : ℕ} (hr : r < 2) (m : ℕ) :
    (statesUpTo r (2 * m + r)).ncard = (m + 1) * (2 * m + 1 + 2 * r) := by
  have key : ∀ F : Finset (ℕ × ℤ), (F : Set (ℕ × ℤ)).ncard = F.card := fun F => by simp
  -- the states split into shells
  have hset : statesUpTo r (2 * m + r) =
      (((Finset.range (m + 1)).biUnion fun k => shell (2 * k + r) :
        Finset (ℕ × ℤ)) : Set (ℕ × ℤ)) := by
    ext ⟨l, j⟩
    simp only [statesUpTo, Set.mem_ofPred_eq, Finset.mem_coe, Finset.mem_biUnion,
      Finset.mem_range, mem_shell]
    constructor
    · rintro ⟨hj, hp, hl⟩
      have hk : 2 * (l / 2) + r = l := by omega
      refine ⟨l / 2, by omega, hk.symm, ?_⟩
      rw [hk]
      exact hj
    · rintro ⟨k, hk, rfl, hj⟩
      exact ⟨hj, by omega, by omega⟩
  rw [hset, key, Finset.card_biUnion]
  · -- sum of the degeneracies
    simp only [card_shell]
    induction m with
    | zero =>
      rw [Finset.sum_range_succ, Finset.sum_range_zero]
      ring
    | succ m ih =>
      clear hset
      have ih' : ∀ n : ℕ, ∑ k ∈ Finset.range (n + 1), (2 * (2 * k + r) + 1)
          = (n + 1) * (2 * n + 1 + 2 * r) := by
        intro n
        induction n with
        | zero =>
          rw [Finset.sum_range_succ, Finset.sum_range_zero]
          ring
        | succ n hn =>
          rw [Finset.sum_range_succ, hn]
          ring
      exact ih' (m + 1)
  · intro x _ y _ hxy
    refine Finset.disjoint_left.mpr ?_
    intro s hs ht
    have h1 := ((mem_shell _ _).mp hs).1
    have h2 := ((mem_shell _ _).mp ht).1
    omega

/-- The states with even `l ≤ 2m` number `(m+1)(2m+1)`. -/
theorem card_even (m : ℕ) : (statesUpTo 0 (2 * m)).ncard = (m + 1) * (2 * m + 1) :=
  card_statesUpTo (r := 0) (by norm_num) m

/-- The states with odd `l ≤ 2m+1` number `(m+1)(2m+3)`. -/
theorem card_odd (m : ℕ) : (statesUpTo 1 (2 * m + 1)).ncard = (m + 1) * (2 * m + 3) := by
  rw [card_statesUpTo (r := 1) (by norm_num) m]

/-- If `L = 2m+r` is the highest level of parity `r` with energy at most `e`, the number of
states of that parity up to `e` is `(L+1)(L+2)/2`. -/
theorem rotorCount_of_highest {r m : ℕ} {e : ℝ} (hr : r < 2)
    (h1 : rotorEnergy (2 * m + r) ≤ e) (h2 : e < rotorEnergy (2 * m + r + 2)) :
    (rotorCount r e : ℝ) = (((2 * m + r : ℕ) : ℝ) + 1) * (((2 * m + r : ℕ) : ℝ) + 2) / 2 := by
  have hset : statesBelow r e = statesUpTo r (2 * m + r) := by
    ext s
    constructor
    · rintro ⟨hj, hp, hE⟩
      refine ⟨hj, hp, ?_⟩
      by_contra hl
      -- the next level of the same parity lies two steps higher
      have h3 := rotorEnergy_mono (show 2 * m + r + 2 ≤ s.1 by omega)
      linarith
    · rintro ⟨hj, hp, hl⟩
      exact ⟨hj, hp, (rotorEnergy_mono hl).trans h1⟩
  rw [rotorCount, hset, card_statesUpTo hr]
  rcases (by omega : r = 0 ∨ r = 1) with rfl | rfl <;> push_cast <;> ring

/-- At the energy `e` where the level `L = 2m+r` opens, the count of its parity exceeds `e/2` by
exactly `L+1`. -/
theorem rotorCount_excess {r : ℕ} (hr : r < 2) (m : ℕ) :
    (rotorCount r (rotorEnergy (2 * m + r)) : ℝ) - rotorEnergy (2 * m + r) / 2
      = ((2 * m + r : ℕ) : ℝ) + 1 := by
  have h2 : rotorEnergy (2 * m + r) < rotorEnergy (2 * m + r + 2) := by
    have h0 : (0 : ℝ) ≤ ((2 * m + r : ℕ) : ℝ) := Nat.cast_nonneg _
    unfold rotorEnergy
    rw [Nat.cast_add (2 * m + r) 2, Nat.cast_ofNat]
    nlinarith
  rw [rotorCount_of_highest hr le_rfl h2, rotorEnergy]
  ring

/-- For each parity and every `e ≥ 0`, the number of states up to energy `e` differs from `e/2` by
at most `√e + 2`. -/
theorem abs_rotorCount_sub_le {r : ℕ} (hr : r < 2) {e : ℝ} (he : 0 ≤ e) :
    |(rotorCount r e : ℝ) - e / 2| ≤ Real.sqrt e + 2 := by
  have hs := Real.sqrt_nonneg e
  have hex : ∃ n : ℕ, e < rotorEnergy (2 * n + r) := by
    obtain ⟨n, hn⟩ := exists_nat_gt e
    refine ⟨n, ?_⟩
    have h0 : (0 : ℝ) ≤ (n : ℝ) := Nat.cast_nonneg n
    have h3 := rotorEnergy_mono (show n ≤ 2 * n + r by omega)
    have h4 : (n : ℝ) ≤ rotorEnergy n := by
      unfold rotorEnergy
      nlinarith [mul_nonneg h0 h0]
    linarith
  classical
  -- the first level of this parity above `e`
  obtain ⟨n, hn, hmin⟩ : ∃ n : ℕ, e < rotorEnergy (2 * n + r) ∧
      ∀ k < n, rotorEnergy (2 * k + r) ≤ e :=
    ⟨Nat.find hex, Nat.find_spec hex, fun k hk => not_lt.mp (Nat.find_min hex hk)⟩
  rcases n with _ | m
  · -- no level of this parity is occupied
    have hset : statesBelow r e = ∅ := by
      ext s
      simp only [Set.mem_empty_iff_false, iff_false]
      rintro ⟨_, hp, hE⟩
      have h3 := rotorEnergy_mono (show 2 * 0 + r ≤ s.1 by omega)
      linarith
    have h2 : rotorEnergy (2 * 0 + r) ≤ 2 := by
      rcases (by omega : r = 0 ∨ r = 1) with rfl | rfl <;> norm_num [rotorEnergy]
    have hc : (rotorCount r e : ℝ) = 0 := by
      rw [rotorCount, hset, Set.ncard_empty, Nat.cast_zero]
    rw [hc, abs_le]
    constructor <;> linarith
  · have h1 := hmin m (Nat.lt_succ_self m)
    rw [show 2 * (m + 1) + r = 2 * m + r + 2 by ring] at hn
    rw [rotorCount_of_highest hr h1 hn]
    unfold rotorEnergy at h1 hn
    rw [Nat.cast_add (2 * m + r) 2, Nat.cast_ofNat] at hn
    have h0 : (0 : ℝ) ≤ ((2 * m + r : ℕ) : ℝ) := Nat.cast_nonneg _
    generalize ((2 * m + r : ℕ) : ℝ) = L at h0 h1 hn ⊢
    have hL : L ≤ Real.sqrt e :=
      (le_abs_self L).trans (Real.abs_le_sqrt (by nlinarith))
    rw [abs_le]
    constructor <;> nlinarith

/-- For each parity of `l`, the number of rotor states up to energy `e`, divided by `e`, tends
to `1/2`. -/
theorem tendsto_rotorCount_div {r : ℕ} (hr : r < 2) :
    Tendsto (fun e : ℝ => (rotorCount r e : ℝ) / e) atTop (𝓝 (1 / 2)) := by
  have h0 := (tendsto_inv_atTop_zero.comp Real.tendsto_sqrt_atTop).const_mul (3 : ℝ)
  rw [mul_zero] at h0
  refine tendsto_iff_norm_sub_tendsto_zero.mpr
    (squeeze_zero' (Eventually.of_forall fun _ => norm_nonneg _) ?_ h0)
  filter_upwards [eventually_ge_atTop (1 : ℝ)] with e he
  have hpos : 0 < e := by linarith
  have hs : 1 ≤ Real.sqrt e := Real.one_le_sqrt.mpr he
  have hs0 : Real.sqrt e ≠ 0 := by linarith [hs] |> fun h : 0 < Real.sqrt e => h.ne'
  have hb := abs_rotorCount_sub_le hr hpos.le
  have h3 : (Real.sqrt e)⁻¹ * e = Real.sqrt e := by
    rw [inv_mul_eq_div, div_eq_iff hs0]
    exact (Real.mul_self_sqrt hpos.le).symm
  have h4 : (rotorCount r e : ℝ) / e - 1 / 2 = ((rotorCount r e : ℝ) - e / 2) / e := by
    field_simp
  show ‖(rotorCount r e : ℝ) / e - 1 / 2‖ ≤ 3 * (Real.sqrt e)⁻¹
  rw [Real.norm_eq_abs, h4, abs_div, abs_of_pos hpos, div_le_iff₀ hpos, mul_assoc, h3]
  linarith

/-- With nuclear-spin weights `g₀` for even and `g₁` for odd `l`, the weighted number of states
up to energy `e`, divided by `e`, tends to `(g₀ + g₁)/2`. -/
theorem tendsto_spin_weighted (g₀ g₁ : ℝ) :
    Tendsto (fun e : ℝ => (g₀ * (rotorCount 0 e : ℝ) + g₁ * (rotorCount 1 e : ℝ)) / e)
      atTop (𝓝 ((g₀ + g₁) / 2)) := by
  have h := ((tendsto_rotorCount_div (r := 0) (by norm_num)).const_mul g₀).add
    ((tendsto_rotorCount_div (r := 1) (by norm_num)).const_mul g₁)
  rw [show g₀ * (1 / 2) + g₁ * (1 / 2) = (g₀ + g₁) / 2 by ring] at h
  refine h.congr fun e => ?_
  show g₀ * ((rotorCount 0 e : ℝ) / e) + g₁ * ((rotorCount 1 e : ℝ) / e) = _
  ring

end

end RotorSymmetryNumber
```

```lean
#print axioms RotorSymmetryNumber.card_odd
#print axioms RotorSymmetryNumber.rotorCount_excess
#print axioms RotorSymmetryNumber.tendsto_rotorCount_div
#print axioms RotorSymmetryNumber.tendsto_spin_weighted
```

```
'RotorSymmetryNumber.card_odd' depends on axioms: [propext, Classical.choice, Quot.sound]
'RotorSymmetryNumber.rotorCount_excess' depends on axioms: [propext, Classical.choice, Quot.sound]
'RotorSymmetryNumber.tendsto_rotorCount_div' depends on axioms: [propext, Classical.choice, Quot.sound]
'RotorSymmetryNumber.tendsto_spin_weighted' depends on axioms: [propext, Classical.choice, Quot.sound]
```

## How the proof follows the count

**The shell sum.** In `card_statesUpTo`, the step `hset` writes the set of states as a union of the shells $l=2k+r$ with $k\le m$; given a state, the required $k$ is `l / 2`. `Finset.card_biUnion` turns the size of the union into a sum of sizes, provided that the shells are disjoint. They are, because a state in two shells would have two values of $l$. The sum of degeneracies is then evaluated by induction in `ih'`, where the derivation above used the arithmetic-progression formula. Since `ncard` returns zero for an infinite set, the identification with a finite union also ensures that the number is a genuine count.

**From energy to level.** `rotorCount_of_highest` assumes $E_L\le e<E_{L+2}$ and shows that `statesBelow r e` equals `statesUpTo r (2 * m + r)`. A state of the right parity above $L$ would have $l\ge L+2$, and by `rotorEnergy_mono` its energy would exceed $e$. The two parities are then treated separately to reach the common form $(L+1)(L+2)/2$. Setting $e=E_L$ gives `rotorCount_excess`, once $E_L<E_{L+2}$ has been checked.

**The bound.** `abs_rotorCount_sub_le` has to find the highest occupied level. It does so from above: `hex` shows that some level of the parity lies above $e$, and `Nat.find` picks the first, with index `n`. If `n` is zero, no level is occupied, the count is zero and $e<2$. Otherwise `n` is `m + 1`, and $L=2m+r$ is the highest occupied level. After `generalize` replaces the cast of `2 * m + r` by a real number `L`, the step `hL` proves $L\le\sqrt e$, and `nlinarith` supplies the two estimates of $N_r(e)-e/2$.

**The limits.** `tendsto_rotorCount_div` squeezes $|N_r(e)/e-1/2|$ between zero and $3/\sqrt e$, using the bound for $e\ge1$. `tendsto_spin_weighted` multiplies the two parity limits by their weights and adds them.
